# For rigid partial waves, the one-centre energy ∫ n² gives a force only through a changing occupation matrix

## Density, energy and sign conventions

An atom at position R carries finitely many real partial waves φ_i, which move with it without changing shape. The occupation matrix ρ_ij(R) says how strongly each pair of waves contributes to the one-centre density at x:

n(x) = Σ_ij ρ_ij(R) φ_i(x − R) φ_j(x − R)

When the atom moves, both the waves and the occupations change. The question is which of these changes contributes to the force from the model energy

E(R) = ∫ n(x)² dx.

This local quadratic functional stands in for the Hartree and exchange-correlation terms of a PAW calculation. The waves are continuous and vanish outside a bounded region, which represents confinement to an augmentation sphere.

Sums run over all ordered pairs, and ρ need not be symmetric. A prime denotes the derivative with respect to R, and the force is −E′(R). The four-wave integrals are

I_ijkl = ∫ φ_i(x) φ_j(x) φ_k(x) φ_l(x) dx.

In the Lean code I_ijkl is called `overlap`; it is not the PAW overlap operator. The letter `S` in the derivative statements is a variable atomic position.

## The derivative contains ρ′ but no derivative of a partial wave

On the line, if every ρ_ij is differentiable at R, then

E′(R) = 2 Σ_ijkl ρ_ij′(R) ρ_kl(R) I_ijkl.

With the one-centre strengths

D_ij = 2 ∫ n(x) φ_i(x − R) φ_j(x − R) dx

this becomes

E′(R) = Σ_ij D_ij ρ_ij′(R).

If the occupations are constant, the energy does not depend on R and there is no force.

## Contracting strengths with occupation derivatives in a force routine

A PAW force routine can contract one-centre strengths with derivatives of the occupations, without differentiating the one-centre integrals at fixed occupation. The identity justifies this for the quadratic functional and rigid real waves used here. The separate term for the motion of the waves at fixed occupation is exactly zero in this model, so it can be left out.

## Moving to the atom's rest frame

Hold the occupation matrix fixed at σ and substitute y = x − R:

E(σ, R) = ∫ (Σ_ij σ_ij φ_i(y) φ_j(y))² dy.

The right-hand side does not contain R, so the explicit dependence on position is gone. Expanding the square gives

(Σ_ij σ_ij φ_i φ_j)² = Σ_ijkl σ_ij σ_kl φ_i φ_j φ_k φ_l.

Each product of four waves is continuous with compact support, hence integrable, and the sum is finite. Integrating term by term gives

E(σ, R) = Σ_ijkl σ_ij σ_kl I_ijkl.

Now set σ = ρ(R) and apply the product rule:

E′(R) = Σ_ijkl I_ijkl (ρ_ij′ ρ_kl + ρ_ij ρ_kl′).

In the second term, exchange the names (i,j) and (k,l). Since I_klij = I_ijkl, it equals the first, which produces the factor 2. Finally, the same substitution in the definition of D_ij gives

D_ij = 2 Σ_kl ρ_kl I_ijkl,

and inserting this yields the form with strengths.

## Two waves with numbers

Let t(x) = max(0, 1 − |x|), φ_1 = t and φ_2(x) = x t(x). Two of the integrals are

I_1111 = ∫ t⁴ dx = 2/5

I_1122 = ∫ x² t⁴ dx = 2/105.

Take ρ_11(R) = R, ρ_22 = 3 and zero off-diagonal occupations. At R = 2 only ρ_11 changes, with ρ_11′ = 1, so

E′(2) = 2 (2 · 2/5 + 3 · 2/105) = 12/7.

The force is −12/7 in these dimensionless units. Direct differentiation agrees: the R-dependent part of E is (2/5)R² + (4/35)R, whose derivative at R = 2 is 8/5 + 4/35 = 12/7.

## One wave, or none

For a single wave f with occupation q(R),

E′(R) = 2 q(R) q′(R) ∫ f⁴ dx.

If f is not identically zero, the integral is positive. The derivative then vanishes exactly when q(R) = 0 or q′(R) = 0, so a nonzero occupation that is changing to first order does produce a force. With no partial waves at all, the energy and its derivative are both zero.

## Lean definitions and proof steps

The definition `energy μ φ σ R` takes the occupation matrix and the position as separate arguments. The moving atom is described by `energy μ φ (ρ S) S`, where both vary together.

- `energy_rigid` is the substitution y = x − R, supplied by `integral_sub_right_eq_self`.
- `hasCompactSupport_quartic` and `integrable_quartic` justify integrating the four-wave products.
- `energy_eq_sum` expands the square and moves the integral through the four finite sums, giving the quadratic form.
- `hasFDerivAt_energy` differentiates that form with the product rule. `sum_pair_swap` exchanges the index pairs, and the local fact `hov` is the symmetry of the four-wave integral.
- `hasFDerivAt_energy_strength` evaluates `strength` in the rest frame and recognises the inner sum over k and l as D_ij.
- `hasDerivAt_energy_line` turns the general derivative into the ordinary one on the line.
- `single_wave_force_zero_iff` combines the line formula with positivity of the integral of f⁴.

```lean
import Mathlib

open MeasureTheory

namespace PAWOneCentreForce

noncomputable section

variable {ι V : Type*} [Fintype ι] [NormedAddCommGroup V] [MeasurableSpace V]

/-- The one-centre density at `x` of an atom at `R` with occupation matrix `σ`:
the partial waves `φ i` are carried along with the atom. -/
def density (φ : ι → V → ℝ) (σ : ι → ι → ℝ) (R x : V) : ℝ :=
  ∑ i, ∑ j, σ i j * φ i (x - R) * φ j (x - R)

/-- The one-centre energy, the integral of the squared one-centre density, as a function of
the occupation matrix `σ` and the atomic position `R`. -/
def energy (μ : Measure V) (φ : ι → V → ℝ) (σ : ι → ι → ℝ) (R : V) : ℝ :=
  ∫ x, density φ σ R x ^ 2 ∂μ

/-- The integral of a product of four partial waves. -/
def overlap (μ : Measure V) (φ : ι → V → ℝ) (i j k l : ι) : ℝ :=
  ∫ x, φ i x * φ j x * φ k x * φ l x ∂μ

/-- The one-centre strength `D i j`: twice the integral of the one-centre density against
the product of the partial waves `i` and `j` centred on the atom. -/
def strength (μ : Measure V) (φ : ι → V → ℝ) (σ : ι → ι → ℝ) (R : V) (i j : ι) : ℝ :=
  2 * ∫ x, density φ σ R x * (φ i (x - R) * φ j (x - R)) ∂μ

omit [MeasurableSpace V] in
/-- A product of four functions has compact support if the first factor has. -/
theorem hasCompactSupport_quartic {a b c d : V → ℝ} (ha : HasCompactSupport a) :
    HasCompactSupport (fun x => a x * b x * c x * d x) := by
  refine ha.mono ?_
  intro x hx
  simp only [Function.mem_support] at hx ⊢
  intro h0
  exact hx (by simp [h0])

/-- A fourfold sum is unchanged when the first and the second pair of indices are exchanged. -/
theorem sum_pair_swap {M : Type*} [AddCommMonoid M] (F : ι → ι → ι → ι → M) :
    ∑ i, ∑ j, ∑ k, ∑ l, F i j k l = ∑ i, ∑ j, ∑ k, ∑ l, F k l i j := by
  have h := Finset.sum_comm (s := Finset.univ) (t := Finset.univ)
    (f := fun (p q : ι × ι) => F p.1 p.2 q.1 q.2)
  simpa only [Fintype.sum_prod_type] using h

variable [BorelSpace V] (μ : Measure V) [μ.IsAddHaarMeasure]

/-- For a Haar measure, at a fixed occupation matrix the one-centre energy does not depend on the
position of the atom. -/
theorem energy_rigid (φ : ι → V → ℝ) (σ : ι → ι → ℝ) (R : V) :
    energy μ φ σ R = energy μ φ σ 0 := by
  have h := integral_sub_right_eq_self (μ := μ) (fun y => density φ σ 0 y ^ 2) R
  simpa only [energy, density, sub_zero] using h

variable {φ : ι → V → ℝ}

omit [Fintype ι] in
/-- Products of four continuous, compactly supported partial waves are integrable with respect to a
Haar measure. -/
theorem integrable_quartic (hc : ∀ i, Continuous (φ i)) (hs : ∀ i, HasCompactSupport (φ i))
    (i j k l : ι) : Integrable (fun x => φ i x * φ j x * φ k x * φ l x) μ :=
  Continuous.integrable_of_hasCompactSupport
    ((((hc i).mul (hc j)).mul (hc k)).mul (hc l)) (hasCompactSupport_quartic (hs i))

/-- For a Haar measure and continuous, compactly supported partial waves the one-centre energy is a
quadratic form in the occupation matrix, with the four-wave integrals as coefficients. -/
theorem energy_eq_sum (hc : ∀ i, Continuous (φ i)) (hs : ∀ i, HasCompactSupport (φ i))
    (σ : ι → ι → ℝ) (R : V) :
    energy μ φ σ R = ∑ i, ∑ j, ∑ k, ∑ l, σ i j * σ k l * overlap μ φ i j k l := by
  have h : ∀ x, density φ σ 0 x ^ 2 =
      ∑ i, ∑ j, ∑ k, ∑ l, σ i j * σ k l * (φ i x * φ j x * φ k x * φ l x) := by
    intro x
    simp only [density, sub_zero]
    rw [sq, Finset.sum_mul]
    refine Finset.sum_congr rfl fun i _ => ?_
    rw [Finset.sum_mul]
    refine Finset.sum_congr rfl fun j _ => ?_
    rw [Finset.mul_sum]
    refine Finset.sum_congr rfl fun k _ => ?_
    rw [Finset.mul_sum]
    refine Finset.sum_congr rfl fun l _ => ?_
    ring
  have hi : ∀ i j k l, Integrable
      (fun x => σ i j * σ k l * (φ i x * φ j x * φ k x * φ l x)) μ :=
    fun i j k l => (integrable_quartic μ hc hs i j k l).const_mul _
  -- go to the rest frame of the atom, then integrate term by term
  rw [energy_rigid, energy]
  simp_rw [h]
  rw [MeasureTheory.integral_finsetSum _ fun i _ => MeasureTheory.integrable_finsetSum _ fun j _ =>
    MeasureTheory.integrable_finsetSum _ fun k _ => MeasureTheory.integrable_finsetSum _ fun l _ => hi i j k l]
  refine Finset.sum_congr rfl fun i _ => ?_
  rw [MeasureTheory.integral_finsetSum _ fun j _ => MeasureTheory.integrable_finsetSum _ fun k _ =>
    MeasureTheory.integrable_finsetSum _ fun l _ => hi i j k l]
  refine Finset.sum_congr rfl fun j _ => ?_
  rw [MeasureTheory.integral_finsetSum _ fun k _ => MeasureTheory.integrable_finsetSum _ fun l _ => hi i j k l]
  refine Finset.sum_congr rfl fun k _ => ?_
  rw [MeasureTheory.integral_finsetSum _ fun l _ => hi i j k l]
  exact Finset.sum_congr rfl fun l _ => integral_const_mul _ _

variable [NormedSpace ℝ V]

/-- Derivative of the one-centre energy with respect to the atomic position, for a Haar measure,
continuous, compactly supported partial waves and an occupation matrix differentiable at `R`: only
the derivatives of the occupations enter. -/
theorem hasFDerivAt_energy (hc : ∀ i, Continuous (φ i)) (hs : ∀ i, HasCompactSupport (φ i))
    {ρ : V → ι → ι → ℝ} {ρ' : ι → ι → V →L[ℝ] ℝ} {R : V}
    (hρ : ∀ i j, HasFDerivAt (fun S => ρ S i j) (ρ' i j) R) :
    HasFDerivAt (fun S => energy μ φ (ρ S) S)
      (∑ i, ∑ j, ∑ k, ∑ l, (2 * ρ R k l * overlap μ φ i j k l) • ρ' i j) R := by
  have h : HasFDerivAt
      (fun S => ∑ i, ∑ j, ∑ k, ∑ l, ρ S i j * ρ S k l * overlap μ φ i j k l)
      (∑ i, ∑ j, ∑ k, ∑ l,
        overlap μ φ i j k l • (ρ R i j • ρ' k l + ρ R k l • ρ' i j)) R := by
    refine HasFDerivAt.fun_sum fun i _ => HasFDerivAt.fun_sum fun j _ =>
      HasFDerivAt.fun_sum fun k _ => HasFDerivAt.fun_sum fun l _ => ?_
    exact ((hρ i j).mul (hρ k l)).mul_const (overlap μ φ i j k l)
  have hE : (fun S => energy μ φ (ρ S) S) =
      fun S => ∑ i, ∑ j, ∑ k, ∑ l, ρ S i j * ρ S k l * overlap μ φ i j k l :=
    funext fun S => energy_eq_sum μ hc hs (ρ S) S
  rw [hE]
  refine h.congr_fderiv ?_
  -- the two terms of the product rule agree after exchanging the index pairs
  have hsw : ∑ i, ∑ j, ∑ k, ∑ l, overlap μ φ i j k l • ρ R i j • ρ' k l =
      ∑ i, ∑ j, ∑ k, ∑ l, overlap μ φ k l i j • ρ R k l • ρ' i j :=
    sum_pair_swap fun i j k l => overlap μ φ i j k l • ρ R i j • ρ' k l
  have hov : ∀ i j k l, overlap μ φ k l i j = overlap μ φ i j k l := by
    intro i j k l
    unfold overlap
    congr 1
    ext x
    ring
  simp only [smul_add, Finset.sum_add_distrib]
  rw [hsw]
  simp only [← Finset.sum_add_distrib]
  refine Finset.sum_congr rfl fun i _ => Finset.sum_congr rfl fun j _ =>
    Finset.sum_congr rfl fun k _ => Finset.sum_congr rfl fun l _ => ?_
  rw [hov i j k l]
  module

/-- For a Haar measure, continuous, compactly supported partial waves and an occupation matrix
differentiable at `R`, the derivative of the one-centre energy is the sum of the one-centre
strengths times the derivatives of the occupations. -/
theorem hasFDerivAt_energy_strength (hc : ∀ i, Continuous (φ i))
    (hs : ∀ i, HasCompactSupport (φ i))
    {ρ : V → ι → ι → ℝ} {ρ' : ι → ι → V →L[ℝ] ℝ} {R : V}
    (hρ : ∀ i j, HasFDerivAt (fun S => ρ S i j) (ρ' i j) R) :
    HasFDerivAt (fun S => energy μ φ (ρ S) S)
      (∑ i, ∑ j, strength μ φ (ρ R) R i j • ρ' i j) R := by
  refine (hasFDerivAt_energy μ hc hs hρ).congr_fderiv ?_
  refine Finset.sum_congr rfl fun i _ => Finset.sum_congr rfl fun j _ => ?_
  have h : ∀ x, density φ (ρ R) 0 x * (φ i x * φ j x) =
      ∑ k, ∑ l, ρ R k l * (φ i x * φ j x * φ k x * φ l x) := by
    intro x
    simp only [density, sub_zero]
    rw [Finset.sum_mul]
    refine Finset.sum_congr rfl fun k _ => ?_
    rw [Finset.sum_mul]
    exact Finset.sum_congr rfl fun l _ => by ring
  have hi : ∀ k l, Integrable (fun x => ρ R k l * (φ i x * φ j x * φ k x * φ l x)) μ :=
    fun k l => (integrable_quartic μ hc hs i j k l).const_mul _
  -- the strength, evaluated in the rest frame of the atom
  have hD : strength μ φ (ρ R) R i j = ∑ k, ∑ l, 2 * ρ R k l * overlap μ φ i j k l := by
    have ht := integral_sub_right_eq_self (μ := μ)
      (fun y => density φ (ρ R) 0 y * (φ i y * φ j y)) R
    have hd : ∀ x, density φ (ρ R) R x = density φ (ρ R) 0 (x - R) := by
      intro x
      simp only [density, sub_zero]
    unfold strength
    simp_rw [hd]
    rw [ht]
    simp_rw [h]
    rw [MeasureTheory.integral_finsetSum _ fun k _ => MeasureTheory.integrable_finsetSum _ fun l _ => hi k l,
      Finset.mul_sum]
    refine Finset.sum_congr rfl fun k _ => ?_
    rw [MeasureTheory.integral_finsetSum _ fun l _ => hi k l, Finset.mul_sum]
    refine Finset.sum_congr rfl fun l _ => ?_
    rw [integral_const_mul, overlap, mul_assoc]
  rw [hD]
  simp only [Finset.sum_smul]

/-- On the line, for continuous, compactly supported partial waves and occupations
differentiable at `R`, the energy derivative is twice the sum of `ρ' i j * ρ k l` times the
four-wave integrals. -/
theorem hasDerivAt_energy_line {φ : ι → ℝ → ℝ} (hc : ∀ i, Continuous (φ i))
    (hs : ∀ i, HasCompactSupport (φ i)) {ρ : ℝ → ι → ι → ℝ} {ρ' : ι → ι → ℝ} {R : ℝ}
    (hρ : ∀ i j, HasDerivAt (fun S => ρ S i j) (ρ' i j) R) :
    HasDerivAt (fun S => energy volume φ (ρ S) S)
      (2 * ∑ i, ∑ j, ∑ k, ∑ l, ρ' i j * ρ R k l * overlap volume φ i j k l) R := by
  have h := hasFDerivAt_energy volume hc hs (ρ := ρ)
    (ρ' := fun i j => ρ' i j • (1 : ℝ →L[ℝ] ℝ)) (R := R)
    (fun i j => (hρ i j).hasFDerivAt.congr_fderiv (by ext; simp))
  refine h.hasDerivAt.congr_deriv ?_
  simp only [Finset.mul_sum, sum_apply, smul_apply,
    one_apply_eq_self, smul_eq_mul]
  refine Finset.sum_congr rfl fun i _ => Finset.sum_congr rfl fun j _ =>
    Finset.sum_congr rfl fun k _ => Finset.sum_congr rfl fun l _ => ?_
  ring

/-- For a single continuous, compactly supported partial wave on the line that is not
identically zero, with occupation `q` differentiable at `R`, the energy derivative vanishes
exactly when the occupation or its derivative vanishes there. -/
theorem single_wave_force_zero_iff {f q : ℝ → ℝ} {q' R x₀ : ℝ} (hc : Continuous f)
    (hs : HasCompactSupport f) (hx : f x₀ ≠ 0) (hq : HasDerivAt q q' R) :
    deriv (fun S => energy volume (fun _ : Unit => f) (fun _ _ => q S) S) R = 0 ↔
      q R = 0 ∨ q' = 0 := by
  have h := hasDerivAt_energy_line (φ := fun _ : Unit => f) (fun _ => hc) (fun _ => hs)
    (ρ := fun S _ _ => q S) (ρ' := fun _ _ => q') (R := R) (fun _ _ => hq)
  -- the integral of the fourth power of the wave is positive
  have hpos : 0 < ∫ x, f x * f x * f x * f x := by
    refine Continuous.integral_pos_of_hasCompactSupport_nonneg_nonzero (x := x₀)
      (((hc.mul hc).mul hc).mul hc) (hasCompactSupport_quartic hs) ?_ ?_
    · intro x
      show (0 : ℝ) ≤ f x * f x * f x * f x
      nlinarith [sq_nonneg (f x * f x)]
    · exact mul_ne_zero (mul_ne_zero (mul_ne_zero hx hx) hx) hx
  have hne : ∀ i j k l : Unit, overlap volume (fun _ : Unit => f) i j k l ≠ 0 :=
    fun _ _ _ _ => hpos.ne'
  rw [h.deriv]
  simp [hne, or_comm]

end

end PAWOneCentreForce
```

```lean
#print axioms PAWOneCentreForce.hasFDerivAt_energy
#print axioms PAWOneCentreForce.hasFDerivAt_energy_strength
#print axioms PAWOneCentreForce.single_wave_force_zero_iff
```

```
'PAWOneCentreForce.hasFDerivAt_energy' depends on axioms: [propext, Classical.choice, Quot.sound]
'PAWOneCentreForce.hasFDerivAt_energy_strength' depends on axioms: [propext, Classical.choice, Quot.sound]
'PAWOneCentreForce.single_wave_force_zero_iff' depends on axioms: [propext, Classical.choice, Quot.sound]
```

## Reach of the theorems: rigid waves and a given ρ(R)

The two `hasFDerivAt` theorems hold on a real normed space `V` with a translation-invariant Haar measure `μ`, which includes the line and ordinary three-dimensional space. There `ρ' i j` is a continuous linear map: applied to a small displacement of the atom, it gives the first-order change of ρ_ij. The theorems state that the energy is differentiable at `R` and that its derivative is the given sum. They need `ρ` to be differentiable only at that point. The hypotheses `hc` and `hs` say that every wave is continuous and compactly supported.

`energy_rigid` asks for neither continuity nor compact support. If the energy integral diverges, Lean assigns it the value zero at every position, so the equality then has no physical content.

Several idealisations limit the use of the result:

- The energy is ∫ n², with no Coulomb interaction, exchange-correlation functional, compensation charge or difference between all-electron and pseudo terms.
- Waves and occupations are real, and only one atom is present.
- The waves go continuously to zero. PAW partial waves generally do not vanish at the sphere boundary, where the one-centre integrals are cut off.
- The integral is translation invariant. A quadrature grid carried with the atom preserves this property, while a grid fixed in space generally does not.

Besides the terms left out above, a PAW force needs the derivative of ρ itself. In a calculation, ρ_ij comes from projecting the pseudo-orbitals onto projectors centred on the atom, so it changes with both the projectors and the orbitals. Here `ρ` and its derivative are inputs. For a converged ground state with fixed orbital occupation numbers, in a basis that does not move with the atoms, such as plane waves in a fixed cell, the response of the orbitals need not be computed, because the total energy is stationary under changes that keep them orthonormal. The force routine then differentiates ρ at fixed pseudo-orbitals, through the projectors only, and adds a term for the change of the PAW overlap operator with the atomic position.
